# The $T^{-3/2}$ mobility for an acoustic deformation-potential relaxation time

Let a carrier of mass $m$ and energy $E$ have the relaxation time

$$\tau(E)=\frac{C}{\Xi^2\,m^{3/2}\,T\,\sqrt E},$$

where $C>0$ is an elastic constant, $\Xi\neq 0$ a deformation potential and $T>0$ the thermal energy. If $\langle\tau\rangle$ is the average of $\tau$ over $E>0$ with weight $E^{3/2}e^{-E/T}$, then the mobility $\mu$ of a carrier of unit charge is

$$\mu=\frac{\langle\tau\rangle}{m}=\frac{4}{3\sqrt\pi}\,\frac{C}{\Xi^2\,m^{5/2}\,T^{3/2}},$$

and it is positive. This is the Bardeen-Shockley mobility law for non-degenerate carriers in a three-dimensional isotropic parabolic band, obtained here from a given relaxation time whose constant factor $\pi\hbar^4/\sqrt2$ is set to one. Two consequences are also proved: mobilities at two temperatures stand in the ratio given by the power $-3/2$, and the Hall factor $\langle\tau^2\rangle/\langle\tau\rangle^2$ equals $3\pi/8$.

## Strain, scattering and the energy weight

A long-wavelength longitudinal acoustic phonon compresses and dilates the crystal locally. The band edge moves with this strain, and the deformation potential $\Xi$ is the energy shift per unit of relative volume change. The constant $C$ is the elastic constant of the longitudinal waves. A carrier therefore sees a fluctuating potential and is scattered by it.

Three factors fix the scattering rate. The coupling enters squared, as $\Xi^2$. The mean square thermal strain is proportional to $T/C$ when the phonon modes obey classical equipartition. The density of final states in a parabolic band in three dimensions is proportional to $m^{3/2}\sqrt E$. The product of the three is the rate $1/\tau$, up to a numerical constant and powers of $\hbar$. This argument motivates the formula for $\tau$, which the Lean file takes as a definition.

The weight comes from the Boltzmann equation for a dilute carrier gas. The density of states contributes $\sqrt E$, the squared velocity contributes another factor $E$, and the energy derivative of the Maxwell-Boltzmann distribution contributes $e^{-E/T}$. Together they give $E^{3/2}e^{-E/T}$.

The parameters $\Xi$, $C$ and $m$ can be taken from electronic-structure calculations, and the law, with its constant prefactor restored as described below, then turns them into a mobility estimate for non-degenerate carriers in a three-dimensional isotropic parabolic band, limited by acoustic phonons alone.

## What the theorems say

The definition `thermalAverage T f` is the ratio

$$\langle f\rangle=\frac{\int_0^\infty f(E)\,E^{3/2}e^{-E/T}\,dE}{\int_0^\infty E^{3/2}e^{-E/T}\,dE},$$

with `Ioi 0` as the set of positive energies. The function `acousticTime C Xi m T` is $\tau$, with `Xi` for $\Xi$, and `mobility C Xi m T` is its average divided by $m$. All arguments are real numbers, so the physical restrictions appear as hypotheses of the theorems.

The main theorem, `bardeen_shockley`, assumes `0 < C`, `Xi ≠ 0`, `0 < m` and `0 < T`. A deformation potential may have either sign, and only its square enters. The conclusion has two parts: the formula for the mobility and the inequality `0 < mobility C Xi m T`.

Under the same conditions on the material, `mobility_ratio` says that for positive thermal energies $T_1$ and $T_2$

$$\frac{\mu(T_2)}{\mu(T_1)}=\left(\frac{T_1}{T_2}\right)^{3/2}.$$

The theorem `hallFactor_acoustic` gives $\langle\tau^2\rangle/\langle\tau\rangle^2=3\pi/8$. In a weak magnetic field this number is the ratio of Hall mobility to drift mobility for the same isotropic band.

The units are chosen so that Boltzmann's constant and the carrier charge are one. The constant prefactor of the relaxation time, which is $\pi\hbar^4/\sqrt2$ in the usual golden-rule treatment, is also set to one. To restore it, multiply $C$ by this prefactor; the ratio and the Hall factor don't change. The elastic constant, deformation potential and mass are held fixed as $T$ varies. Anisotropic bands, degenerate carriers and other scattering mechanisms are not covered.

## From energy moments to the mobility

For $a>-1$, substitute $E=Tx$ in the energy moment:

$$\int_0^\infty E^a e^{-E/T}\,dE=T^{a+1}\int_0^\infty x^a e^{-x}\,dx=T^{a+1}\,\Gamma(a+1).$$

Now take a power law $A E^s$ with a constant $A$ and $s>-5/2$. The numerator of its average is a moment of order $s+3/2$, and the denominator is the moment of order $3/2$. Hence

$$\langle A E^s\rangle=\frac{A\,T^{s+5/2}\,\Gamma(s+5/2)}{T^{5/2}\,\Gamma(5/2)}=A\,T^s\,\frac{\Gamma(s+5/2)}{\Gamma(5/2)}.$$

The Gamma values follow from $\Gamma(1/2)=\sqrt\pi$ and $\Gamma(x+1)=x\,\Gamma(x)$:

$$\Gamma(3/2)=\frac{\sqrt\pi}{2},\qquad \Gamma(5/2)=\frac32\cdot\frac{\sqrt\pi}{2}=\frac{3\sqrt\pi}{4},\qquad \Gamma(2)=1.$$

Write $K=C/(\Xi^2 m^{3/2}T)$, so that $\tau(E)=K E^{-1/2}$. This is the power law with $A=K$ and $s=-1/2$, and therefore

$$\langle\tau\rangle=K\,T^{-1/2}\,\frac{\Gamma(2)}{\Gamma(5/2)}=\frac{4}{3\sqrt\pi}\,\frac{K}{\sqrt T}.$$

The mean relaxation time is thus $4/(3\sqrt\pi)$ times the value of $\tau$ at $E=T$. Dividing by $m$ and inserting $K$ gives

$$\mu=\frac{4}{3\sqrt\pi}\,\frac{C}{\Xi^2\,m^{3/2}\,m\,T\sqrt T}=\frac{4}{3\sqrt\pi}\,\frac{C}{\Xi^2\,m^{5/2}\,T^{3/2}}.$$

Every factor is positive, so $\mu>0$. One power of $T$ in the denominator comes from the number of thermal phonons, and the remaining $\sqrt T$ from the rise of the scattering rate with carrier energy.

## Temperature ratio, Hall factor and the cold limit

In the quotient $\mu(T_2)/\mu(T_1)$ the numerical factor, $C$, $\Xi$ and $m$ cancel. What remains is $T_1^{3/2}/T_2^{3/2}$.

For the Hall factor, $\tau^2=K^2E^{-1}$ is the power law with $s=-1$:

$$\langle\tau^2\rangle=\frac{K^2}{T}\,\frac{\Gamma(3/2)}{\Gamma(5/2)}=\frac{2}{3}\,\frac{K^2}{T}.$$

The squared mean is $\langle\tau\rangle^2=\frac{16}{9\pi}\frac{K^2}{T}$, and so

$$\frac{\langle\tau^2\rangle}{\langle\tau\rangle^2}=\frac23\cdot\frac{9\pi}{16}=\frac{3\pi}{8}.$$

As $T\to0$ with the other parameters fixed, the formula makes $\mu$ grow without bound, because the thermal strain that scatters the carriers disappears. In a real crystal defects continue to scatter, and this ends the growth. The formula for phonon scattering also loses its validity at low enough temperature, where equipartition fails for the relevant phonons.

## The Lean file

```lean
import Mathlib

open MeasureTheory Set
open scoped Real

namespace BardeenShockley

noncomputable section

/-- Transport average of `f` over carrier energies `E > 0`, with weight `E^(3/2) exp(-E/T)`,
for a thermal energy `T > 0`. -/
def thermalAverage (T : ℝ) (f : ℝ → ℝ) : ℝ :=
  (∫ E in Ioi (0 : ℝ), f E * E ^ (3 / 2 : ℝ) * Real.exp (-E / T)) /
    ∫ E in Ioi (0 : ℝ), E ^ (3 / 2 : ℝ) * Real.exp (-E / T)

/-- Acoustic-phonon relaxation time at energy `E`, with elastic constant `C`, deformation
potential `Xi`, mass `m` and thermal energy `T`; the domain is `Xi ≠ 0` and `m, T, E > 0`. -/
def acousticTime (C Xi m T E : ℝ) : ℝ :=
  C / (Xi ^ 2 * m ^ (3 / 2 : ℝ) * T * √E)

/-- Mobility of a carrier of unit charge: the averaged acoustic relaxation time divided by the
mass, for `Xi ≠ 0` and `m, T > 0`. -/
def mobility (C Xi m T : ℝ) : ℝ :=
  thermalAverage T (acousticTime C Xi m T) / m

/-- Hall factor: the average of the squared acoustic relaxation time over the square of its
average, for `C, Xi ≠ 0` and `m, T > 0`. -/
def hallFactor (C Xi m T : ℝ) : ℝ :=
  thermalAverage T (fun E => acousticTime C Xi m T E ^ 2) /
    thermalAverage T (acousticTime C Xi m T) ^ 2

/-- The energy moment of order `a > -1` of the Boltzmann factor is `T^(a+1) Γ(a+1)`. -/
theorem energy_moment {a T : ℝ} (ha : -1 < a) (hT : 0 < T) :
    ∫ E in Ioi (0 : ℝ), E ^ a * Real.exp (-E / T) = T ^ (a + 1) * Real.Gamma (a + 1) := by
  have h := Real.integral_rpow_mul_exp_neg_mul_Ioi (a := a + 1) (r := 1 / T)
    (by linarith) (by positivity)
  rw [add_sub_cancel_right, one_div_one_div] at h
  rw [← h]
  refine setIntegral_congr_fun measurableSet_Ioi fun E _ => ?_
  have hE : -E / T = -(1 / T * E) := by ring
  simp only [hE]

/-- The Boltzmann factor times `E^a` is integrable over positive energies when `a > -1`. -/
theorem energy_moment_integrable {a T : ℝ} (ha : -1 < a) (hT : 0 < T) :
    IntegrableOn (fun E : ℝ => E ^ a * Real.exp (-E / T)) (Ioi 0) := by
  by_contra h
  -- a divergent integral would have the value zero, but the moment is positive
  have h0 := energy_moment ha hT
  rw [integral_undef h] at h0
  have h1 : 0 < T ^ (a + 1) * Real.Gamma (a + 1) :=
    mul_pos (Real.rpow_pos_of_pos hT _) (Real.Gamma_pos_of_pos (by linarith))
  linarith

/-- The transport average depends only on the values of a function at positive energies. -/
theorem thermalAverage_congr {T : ℝ} {f g : ℝ → ℝ} (h : ∀ E, 0 < E → f E = g E) :
    thermalAverage T f = thermalAverage T g := by
  unfold thermalAverage
  congr 1
  refine setIntegral_congr_fun measurableSet_Ioi fun E hE => ?_
  simp only [h E hE]

/-- A power-law relaxation time `A E^s` with `s > -5/2` has the transport average
`A T^s Γ(s+5/2)/Γ(5/2)`. -/
theorem thermalAverage_power {s T : ℝ} (A : ℝ) (hs : -(5 / 2) < s) (hT : 0 < T) :
    thermalAverage T (fun E => A * E ^ s) =
      A * T ^ s * (Real.Gamma (s + 5 / 2) / Real.Gamma (5 / 2)) := by
  have hnum : ∫ E in Ioi (0 : ℝ), A * E ^ s * E ^ (3 / 2 : ℝ) * Real.exp (-E / T) =
      A * (T ^ (s + 5 / 2) * Real.Gamma (s + 5 / 2)) := by
    have h := energy_moment (a := s + 3 / 2) (by linarith) hT
    rw [show s + 3 / 2 + 1 = s + 5 / 2 by ring] at h
    rw [← h, ← integral_const_mul]
    refine setIntegral_congr_fun measurableSet_Ioi fun E hE => ?_
    have hE' : 0 < E := hE
    simp only [Real.rpow_add hE']
    ring
  have hden := energy_moment (a := 3 / 2) (by norm_num) hT
  rw [show (3 / 2 : ℝ) + 1 = 5 / 2 by norm_num] at hden
  have h1 : T ^ (5 / 2 : ℝ) ≠ 0 := (Real.rpow_pos_of_pos hT _).ne'
  unfold thermalAverage
  -- the common factor T^(5/2) cancels
  rw [hnum, hden, Real.rpow_add hT,
    show A * (T ^ s * T ^ (5 / 2 : ℝ) * Real.Gamma (s + 5 / 2)) =
      T ^ (5 / 2 : ℝ) * (A * T ^ s * Real.Gamma (s + 5 / 2)) by ring,
    mul_div_mul_left _ _ h1, mul_div_assoc]

/-- The two half-integer Gamma values `Γ(3/2) = √π/2` and `Γ(5/2) = 3√π/4`. -/
theorem gamma_values :
    Real.Gamma (3 / 2) = √π / 2 ∧ Real.Gamma (5 / 2) = 3 * √π / 4 := by
  have h : Real.Gamma (3 / 2) = √π / 2 := by
    rw [show (3 / 2 : ℝ) = 1 / 2 + 1 by norm_num, Real.Gamma_add_one (by norm_num),
      Real.Gamma_one_half_eq]
    ring
  refine ⟨h, ?_⟩
  rw [show (5 / 2 : ℝ) = 3 / 2 + 1 by norm_num, Real.Gamma_add_one (by norm_num), h]
  ring

/-- The averaged acoustic relaxation time is `4/(3√π)` times its value at energy `T`. -/
theorem average_acousticTime (C Xi m : ℝ) {T : ℝ} (hT : 0 < T) :
    thermalAverage T (acousticTime C Xi m T) =
      4 / (3 * √π) * (C / (Xi ^ 2 * m ^ (3 / 2 : ℝ) * T)) / √T := by
  -- acoustic scattering is the power law with exponent -1/2
  have h : ∀ E, 0 < E → acousticTime C Xi m T E =
      C / (Xi ^ 2 * m ^ (3 / 2 : ℝ) * T) * E ^ (-(1 / 2) : ℝ) := by
    intro E hE
    rw [Real.rpow_neg hE.le, ← Real.sqrt_eq_rpow]
    unfold acousticTime
    ring
  rw [thermalAverage_congr h, thermalAverage_power _ (by norm_num) hT,
    show (-(1 / 2) + 5 / 2 : ℝ) = 2 by norm_num, Real.Gamma_two, gamma_values.2,
    Real.rpow_neg hT.le, ← Real.sqrt_eq_rpow]
  ring

/-- Bardeen-Shockley mobility law: the acoustic-phonon mobility is
`(4/(3√π)) C/(Xi² m^(5/2) T^(3/2))`, and it is positive. -/
theorem bardeen_shockley {C Xi m T : ℝ} (hC : 0 < C) (hXi : Xi ≠ 0) (hm : 0 < m)
    (hT : 0 < T) :
    mobility C Xi m T =
        4 / (3 * √π) * (C / (Xi ^ 2 * m ^ (5 / 2 : ℝ) * T ^ (3 / 2 : ℝ))) ∧
      0 < mobility C Xi m T := by
  have hm' : m ^ (5 / 2 : ℝ) = m ^ (3 / 2 : ℝ) * m := by
    rw [show (5 / 2 : ℝ) = 3 / 2 + 1 by norm_num, Real.rpow_add hm, Real.rpow_one]
  have hT' : T ^ (3 / 2 : ℝ) = T * √T := by
    rw [show (3 / 2 : ℝ) = 1 + 1 / 2 by norm_num, Real.rpow_add hT, Real.rpow_one,
      Real.sqrt_eq_rpow]
  have h : mobility C Xi m T =
      4 / (3 * √π) * (C / (Xi ^ 2 * m ^ (5 / 2 : ℝ) * T ^ (3 / 2 : ℝ))) := by
    unfold mobility
    rw [average_acousticTime C Xi m hT, hm', hT']
    ring
  refine ⟨h, ?_⟩
  rw [h]
  positivity

/-- The ratio of the acoustic-phonon mobilities at thermal energies `T₂` and `T₁` is
`(T₁/T₂)^(3/2)`. -/
theorem mobility_ratio {C Xi m T₁ T₂ : ℝ} (hC : 0 < C) (hXi : Xi ≠ 0) (hm : 0 < m)
    (h₁ : 0 < T₁) (h₂ : 0 < T₂) :
    mobility C Xi m T₂ / mobility C Xi m T₁ = (T₁ / T₂) ^ (3 / 2 : ℝ) := by
  rw [(bardeen_shockley hC hXi hm h₂).1, (bardeen_shockley hC hXi hm h₁).1,
    Real.div_rpow h₁.le h₂.le]
  have hx : 0 < m ^ (5 / 2 : ℝ) := Real.rpow_pos_of_pos hm _
  have hy : 0 < T₁ ^ (3 / 2 : ℝ) := Real.rpow_pos_of_pos h₁ _
  have hz : 0 < T₂ ^ (3 / 2 : ℝ) := Real.rpow_pos_of_pos h₂ _
  have hp : 0 < √π := Real.sqrt_pos.mpr Real.pi_pos
  generalize m ^ (5 / 2 : ℝ) = x at hx ⊢
  generalize T₁ ^ (3 / 2 : ℝ) = y at hy ⊢
  generalize T₂ ^ (3 / 2 : ℝ) = z at hz ⊢
  field_simp

/-- The Hall factor for acoustic-phonon scattering is `3π/8` for every positive elastic constant,
mass and thermal energy and every nonzero deformation potential. -/
theorem hallFactor_acoustic {C Xi m T : ℝ} (hC : 0 < C) (hXi : Xi ≠ 0) (hm : 0 < m)
    (hT : 0 < T) : hallFactor C Xi m T = 3 * π / 8 := by
  -- the squared relaxation time is the power law with exponent -1
  have h : ∀ E, 0 < E → acousticTime C Xi m T E ^ 2 =
      (C / (Xi ^ 2 * m ^ (3 / 2 : ℝ) * T)) ^ 2 * E ^ (-1 : ℝ) := by
    intro E hE
    unfold acousticTime
    rw [Real.rpow_neg_one, div_pow, mul_pow, Real.sq_sqrt hE.le]
    ring
  have key : ∀ K p t : ℝ, 0 < K → 0 < p → 0 < t →
      K ^ 2 * (t ^ 2)⁻¹ * (p / 2 / (3 * p / 4)) / (4 / (3 * p) * K / t) ^ 2 =
        3 * p ^ 2 / 8 := by
    intro K p t hK hp ht
    field_simp
    ring
  have hK : 0 < C / (Xi ^ 2 * m ^ (3 / 2 : ℝ) * T) := by positivity
  have hfin := key _ (√π) (√T) hK (Real.sqrt_pos.mpr Real.pi_pos) (Real.sqrt_pos.mpr hT)
  rw [Real.sq_sqrt hT.le, Real.sq_sqrt Real.pi_pos.le] at hfin
  unfold hallFactor
  rw [thermalAverage_congr h, thermalAverage_power _ (by norm_num) hT,
    average_acousticTime C Xi m hT, show (-1 + 5 / 2 : ℝ) = 3 / 2 by norm_num,
    gamma_values.1, gamma_values.2, Real.rpow_neg_one]
  exact hfin

end

end BardeenShockley
```

```lean
#print axioms BardeenShockley.energy_moment_integrable
#print axioms BardeenShockley.average_acousticTime
#print axioms BardeenShockley.mobility_ratio
#print axioms BardeenShockley.hallFactor_acoustic
```

```
'BardeenShockley.energy_moment_integrable' depends on axioms: [propext, Classical.choice, Quot.sound]
'BardeenShockley.average_acousticTime' depends on axioms: [propext, Classical.choice, Quot.sound]
'BardeenShockley.mobility_ratio' depends on axioms: [propext, Classical.choice, Quot.sound]
'BardeenShockley.hallFactor_acoustic' depends on axioms: [propext, Classical.choice, Quot.sound]
```

## Moments and power laws in Lean

The lemmas that evaluate energy moments and averages, or prove that the moments converge, all assume `0 < T`, also where the docstring doesn't repeat it. The lemma `energy_moment` is the substitution $E=Tx$. It uses Mathlib's Gamma integral for a decaying exponential, with exponent parameter `a + 1` and decay rate `1 / T`. The rest of its proof matches the two ways of writing the exponent, `-E / T` and `-(1 / T * E)`.

The companion `energy_moment_integrable` shows that these integrals converge. Mathlib gives a non-integrable function the integral zero, whereas the moment has just been found to be positive, so divergence would be a contradiction. The moments needed for the denominator, for $\tau$ and for $\tau^2$ have orders $3/2$, $1$ and $1/2$, all within the allowed range.

In `thermalAverage_power` the step `hnum` evaluates the numerator. It combines $E^s$ and $E^{3/2}$ by `Real.rpow_add`, which is applied at positive $E$, and takes the constant $A$ out of the integral. The step `hden` evaluates the denominator. The lemma `mul_div_mul_left` then cancels the common factor $T^{5/2}$, as in the calculation above.

The lemma `thermalAverage_congr` says that two functions which agree at positive energies have the same average. It lets the proof replace $1/\sqrt E$ by $E^{-1/2}$ where that identity is needed, with no concern for other values of $E$. The Gamma values are collected in `gamma_values`, which applies the recurrence `Real.Gamma_add_one` twice, starting from $\Gamma(1/2)$.

## The acoustic case in Lean

The proof of `average_acousticTime` first writes the relaxation time as $K E^{-1/2}$. It then applies the power-law result, inserts $\Gamma(2)$ and $\Gamma(5/2)$, and leaves the remaining algebra to `ring`.

For `bardeen_shockley`, the equations `hm'` and `hT'` split the fractional powers as $m^{5/2}=m^{3/2}m$ and $T^{3/2}=T\sqrt T$. With these, `ring` identifies the averaged time divided by $m$ with the stated formula. The tactic `positivity` proves the inequality from the signs of the factors, which is where $C>0$ and $\Xi\neq0$ are used.

The proof of `mobility_ratio` inserts the mobility law at both temperatures. It replaces the fractional powers by single positive variables, after which `field_simp` carries out the cancellation.

In `hallFactor_acoustic`, the first step writes $\tau^2$ as $K^2E^{-1}$. The auxiliary identity `key` contains the final algebra, with `p` for $\sqrt\pi$ and `t` for $\sqrt T$. It yields $3p^2/8$, and $p^2=\pi$ gives the Hall factor.
